# Gyroscopic coupling splits a linear spin-wave dispersion into a quadratic branch and a gapped branch at long wavelength

## Two transverse components at fixed wavenumber

Let u and v be the small transverse components of the order parameter of a magnet with two opposed sublattices, at a real wavenumber k. Time is t, angular frequency is w, and r is a real coupling constant. Units are chosen so that the wave speed at r = 0 is 1; then w, k and r are all measured in the same unit.

```lean
import Mathlib

open Matrix Filter Topology

namespace SpinWaveBranches

noncomputable section
```

Oscillations are written with complex amplitudes and the time factor exp(−iwt), and the physical motion is the real part. In Lean, `mode c w` is the function of time

c exp(−iwt).

```lean
/-- A component oscillating at frequency `w` with complex amplitude `c`: `c exp(-i w t)`. -/
def mode (c : ℂ) (w t : ℝ) : ℂ := c * Complex.exp (-(Complex.I * w) * t)
```

The equations of motion are

u″ + k²u + r v′ = 0
v″ + k²v − r u′ = 0.

The second derivatives are the inertia typical of an antiferromagnet, and k² is the exchange stiffness after a plane wave has been inserted in space. The constant r stands for the Berry-phase term of an uncompensated spin density: it acts like a gyroscope, turning motion along u into a force along v.

`SolvesEOM r k u v` says that both equations hold at every real time. They are the starting assumption and are not derived from a spin Hamiltonian. They describe an isotropic continuum without damping, applied field or magnon interactions.

```lean
/-- Linear equations of motion of the transverse components `u`, `v` at wavenumber `k`:
`u'' + k² u + r v' = 0` and `v'' + k² v - r u' = 0`, with gyroscopic coupling `r`. -/
def SolvesEOM (r k : ℝ) (u v : ℝ → ℂ) : Prop :=
  ∀ t : ℝ, deriv (deriv u) t + (k : ℂ) ^ 2 * u t + r * deriv v t = 0 ∧
    deriv (deriv v) t + (k : ℂ) ^ 2 * v t - r * deriv u t = 0
```

For an oscillation at frequency w, the matrix that will act on the amplitudes is

D = [[w² − k², i r w], [−i r w, w² − k²]].

Its entries are complex, while r, k and w are real.

```lean
/-- The dynamical matrix of the two transverse components at frequency `w` and wavenumber `k`. -/
def dynMatrix (r k w : ℝ) : Matrix (Fin 2) (Fin 2) ℂ :=
  !![(w : ℂ) ^ 2 - (k : ℂ) ^ 2, Complex.I * r * w;
     -(Complex.I * r * w), (w : ℂ) ^ 2 - (k : ℂ) ^ 2]
```

Two frequencies will solve the problem. The first, `softBranch r k`, is

w₁ = (√(r² + 4k²) − r)/2.

```lean
/-- The branch `(√(r² + 4k²) - r) / 2`. -/
def softBranch (r k : ℝ) : ℝ := (Real.sqrt (r ^ 2 + 4 * k ^ 2) - r) / 2
```

The second, `gappedBranch r k`, is

w₂ = (√(r² + 4k²) + r)/2.

The names suit r > 0. Reversing the sign of r exchanges the two expressions.

```lean
/-- The branch `(√(r² + 4k²) + r) / 2`. -/
def gappedBranch (r k : ℝ) : ℝ := (Real.sqrt (r ^ 2 + 4 * k ^ 2) + r) / 2
```

## From the equations of motion to the matrix

Differentiating an oscillation multiplies its amplitude by −iw:

d/dt [c exp(−iwt)] = (−iw) c exp(−iwt).

The Lean proof is the chain rule for the complex exponential of a real variable. Because the result is again a `mode`, the lemma can be applied twice to give the second derivative.

```lean
/-- The time derivative of an oscillation multiplies its amplitude by `-i w`. -/
theorem deriv_mode (c : ℂ) (w : ℝ) :
    deriv (mode c w) = mode (-(Complex.I * w) * c) w := by
  funext t
  have h0 : HasDerivAt (fun s : ℝ => (s : ℂ)) 1 t := by
    simpa using (hasDerivAt_id t).ofReal_comp
  have h : HasDerivAt (mode c w) _ t :=
    ((h0.const_mul (-(Complex.I * (w : ℂ)))).cexp).const_mul c
  rw [h.deriv]
  simp only [mode]
  ring
```

Now put u = a₀E and v = a₁E with E = exp(−iwt). Then u′ = −iw a₀E and u″ = −w²a₀E, and likewise for v, so the left-hand sides of the equations of motion become

u″ + k²u + r v′ = −[(w² − k²)a₀ + i r w a₁] E
v″ + k²v − r u′ = −[−i r w a₀ + (w² − k²)a₁] E.

The brackets are the two components of Da. The oscillation therefore solves the equations exactly when Da = 0.

In the Lean proof, `h0` and `h1` write out these two components. For the forward direction the equations are read at t = 0, where E = 1. For the converse, the matrix equation is multiplied by E. In both directions `linear_combination` does the algebra, with `Complex.I_sq` supplying i² = −1.

```lean
/-- An oscillation with amplitudes `a` solves the equations of motion exactly when the
dynamical matrix annihilates `a`. -/
theorem solvesEOM_iff (r k w : ℝ) (a : Fin 2 → ℂ) :
    SolvesEOM r k (mode (a 0) w) (mode (a 1) w) ↔ dynMatrix r k w *ᵥ a = 0 := by
  have h0 : (dynMatrix r k w *ᵥ a) 0 =
      ((w : ℂ) ^ 2 - (k : ℂ) ^ 2) * a 0 + Complex.I * r * w * a 1 := by
    simp [dynMatrix, Matrix.mulVec, dotProduct, Fin.sum_univ_two]
  have h1 : (dynMatrix r k w *ᵥ a) 1 =
      -(Complex.I * r * w) * a 0 + ((w : ℂ) ^ 2 - (k : ℂ) ^ 2) * a 1 := by
    simp [dynMatrix, Matrix.mulVec, dotProduct, Fin.sum_univ_two]
  constructor
  · -- the equations at time zero already give the matrix equation
    intro h
    obtain ⟨e0, e1⟩ := h 0
    simp only [deriv_mode, mode, Complex.ofReal_zero, mul_zero, Complex.exp_zero,
      mul_one] at e0 e1
    ext i
    fin_cases i
    · change (dynMatrix r k w *ᵥ a) 0 = 0
      rw [h0]
      linear_combination -e0 + (w : ℂ) ^ 2 * a 0 * Complex.I_sq
    · change (dynMatrix r k w *ᵥ a) 1 = 0
      rw [h1]
      linear_combination -e1 + (w : ℂ) ^ 2 * a 1 * Complex.I_sq
  · -- conversely the common phase factor multiplies the matrix equation
    intro h t
    rw [h, Pi.zero_apply] at h0 h1
    simp only [deriv_mode, mode]
    constructor
    · linear_combination Complex.exp (-(Complex.I * w) * t) * h0 +
        (w : ℂ) ^ 2 * a 0 * Complex.exp (-(Complex.I * w) * t) * Complex.I_sq
    · linear_combination Complex.exp (-(Complex.I * w) * t) * h1 +
        (w : ℂ) ^ 2 * a 1 * Complex.exp (-(Complex.I * w) * t) * Complex.I_sq
```

## The positive zeros of the determinant

The determinant is

det D = (w² − k²)² − (i r w)(−i r w)
= (w² − k²)² − r²w²
= (w² − k² − rw)(w² − k² + rw).

It is real although the matrix is complex, and the theorem records this by writing it as a real number viewed in ℂ.

```lean
/-- The determinant of the dynamical matrix factors into two real quadratics in `w`. -/
theorem det_dynMatrix (r k w : ℝ) : (dynMatrix r k w).det =
    (((w ^ 2 - k ^ 2 - r * w) * (w ^ 2 - k ^ 2 + r * w) : ℝ) : ℂ) := by
  rw [dynMatrix, Matrix.det_fin_two_of]
  push_cast
  linear_combination (r : ℂ) ^ 2 * (w : ℂ) ^ 2 * Complex.I_sq
```

To factor the quadratics, write s = √(r² + 4k²). Then

w₁w₂ = (s − r)(s + r)/4 = (s² − r²)/4 = k²
w₂ − w₁ = r.

These two relations carry most of what follows. The first needs s² = r² + 4k², which is `hs` in the proof; the second is immediate.

```lean
/-- The two branches have product `k²` and difference `r`. -/
theorem branch_relations (r k : ℝ) : softBranch r k * gappedBranch r k = k ^ 2 ∧
    gappedBranch r k - softBranch r k = r := by
  have hs := Real.sq_sqrt (by positivity : 0 ≤ r ^ 2 + 4 * k ^ 2)
  unfold softBranch gappedBranch
  constructor
  · linear_combination hs / 4
  · ring
```

If k ≠ 0, then s² = r² + 4k² > r². Since s ≥ 0, this gives −s < r < s, and so both s − r and s + r are positive. Hence w₁ > 0 and w₂ > 0, whatever the sign of r.

```lean
/-- Both branches are positive at nonzero wavenumber. -/
theorem branches_pos (r : ℝ) {k : ℝ} (hk : k ≠ 0) :
    0 < softBranch r k ∧ 0 < gappedBranch r k := by
  have hs := Real.sq_sqrt (by positivity : 0 ≤ r ^ 2 + 4 * k ^ 2)
  have hk2 : 0 < k ^ 2 := by positivity
  have h := abs_lt_of_sq_lt_sq' (by linarith : r ^ 2 < Real.sqrt (r ^ 2 + 4 * k ^ 2) ^ 2)
    (Real.sqrt_nonneg _)
  unfold softBranch gappedBranch
  constructor <;> linarith [h.1, h.2]
```

Substituting k² = w₁w₂ and r = w₂ − w₁ gives

w² − k² − rw = (w − w₂)(w + w₁)
w² − k² + rw = (w + w₂)(w − w₁).

For w > 0 the factors w + w₁ and w + w₂ are positive, so the determinant vanishes only at w = w₂ or w = w₁. Conversely, both values are positive and each makes one factor zero.

`positive_zeros` states this as an equality of sets for every real r and every k ≠ 0, which includes the case r > 0, k > 0. The identities `f1` and `f2` are the two factorisations, and the case split runs through the four factors. At r = 0 the two listed frequencies coincide and the set has a single element.

```lean
/-- At nonzero wavenumber, the positive zeros of the determinant are exactly
`(√(r² + 4k²) - r) / 2` and `(√(r² + 4k²) + r) / 2`. -/
theorem positive_zeros (r : ℝ) {k : ℝ} (hk : k ≠ 0) :
    {w : ℝ | 0 < w ∧ (dynMatrix r k w).det = 0} = {softBranch r k, gappedBranch r k} := by
  obtain ⟨hp, hd⟩ := branch_relations r k
  obtain ⟨hs, hg⟩ := branches_pos r hk
  ext w
  -- each quadratic has one positive and one negative root
  have f1 : w ^ 2 - k ^ 2 - r * w = (w - gappedBranch r k) * (w + softBranch r k) := by
    linear_combination hp + w * hd
  have f2 : w ^ 2 - k ^ 2 + r * w = (w + gappedBranch r k) * (w - softBranch r k) := by
    linear_combination hp - w * hd
  simp only [Set.mem_ofPred_eq, Set.mem_insert_iff, Set.mem_singleton_iff, det_dynMatrix,
    Complex.ofReal_eq_zero]
  rw [f1, f2]
  constructor
  · rintro ⟨hw, h⟩
    rcases mul_eq_zero.mp h with h | h
    · rcases mul_eq_zero.mp h with h | h
      · exact Or.inr (by linarith)
      · exfalso; linarith
    · rcases mul_eq_zero.mp h with h | h
      · exfalso; linarith
      · exact Or.inl (by linarith)
  · rintro (h | h)
    · exact ⟨by rw [h]; exact hs, by rw [h]; ring⟩
    · exact ⟨by rw [h]; exact hg, by rw [h]; ring⟩
```

A square matrix annihilates some nonzero vector exactly when its determinant is zero. Combined with the equivalence between the equations of motion and Da = 0, this turns the algebraic statement into a dynamical one: w₁ and w₂ are exactly the positive frequencies at which a nonzero oscillation exists. The condition `a ≠ 0` excludes the state of rest, which would solve the equations at any frequency.

```lean
/-- At nonzero wavenumber, the positive frequencies at which the equations of motion have a
nonzero oscillating solution are exactly the two branches. -/
theorem spin_wave_frequencies (r : ℝ) {k : ℝ} (hk : k ≠ 0) :
    {w : ℝ | 0 < w ∧ ∃ a : Fin 2 → ℂ, a ≠ 0 ∧
      SolvesEOM r k (mode (a 0) w) (mode (a 1) w)} = {softBranch r k, gappedBranch r k} := by
  rw [← positive_zeros r hk]
  ext w
  have h := Matrix.exists_mulVec_eq_zero_iff (M := dynMatrix r k w)
  simp only [Set.mem_ofPred_eq, solvesEOM_iff, h]
```

## Opposite circular polarisations

On the first branch w² − k² = −rw, so the first row of Da = 0 reads

−rw a₀ + i r w a₁ = 0,

which is satisfied by (a₀, a₁) = (1, −i). On the second branch w² − k² = rw, and the row

rw a₀ + i r w a₁ = 0

is satisfied by (1, i). The second rows agree. Taking real parts gives

first branch: (u, v) = (cos w₁t, −sin w₁t)
second branch: (u, v) = (cos w₂t, sin w₂t).

For positive frequencies these are rotations in opposite senses. The amplitude vectors have length √2; the normalised ones are (1, −i)/√2 and (1, i)/√2.

The Lean proof first obtains w² ± rw = k² from the product and difference of the branches, then checks both equations of motion directly. The theorem holds for all real r and k. At k = 0 with r > 0 the first solution has frequency zero and is a static tilt.

```lean
/-- Amplitudes `(1, -i)` solve the equations of motion at the frequency of the first branch, and
amplitudes `(1, i)` at the frequency of the second. -/
theorem circular_polarisation (r k : ℝ) :
    SolvesEOM r k (mode 1 (softBranch r k)) (mode (-Complex.I) (softBranch r k)) ∧
    SolvesEOM r k (mode 1 (gappedBranch r k)) (mode Complex.I (gappedBranch r k)) := by
  obtain ⟨hp, hd⟩ := branch_relations r k
  constructor
  · have hq : softBranch r k ^ 2 + r * softBranch r k = k ^ 2 := by
      linear_combination hp - softBranch r k * hd
    generalize softBranch r k = w at hq ⊢
    have hc : (w : ℂ) ^ 2 + r * w = (k : ℂ) ^ 2 := by exact_mod_cast hq
    intro t
    simp only [deriv_mode, mode]
    generalize Complex.exp (-(Complex.I * w) * t) = E
    constructor
    · linear_combination -E * hc + E * ((w : ℂ) ^ 2 + r * w) * Complex.I_sq
    · linear_combination Complex.I * E * hc - Complex.I * E * (w : ℂ) ^ 2 * Complex.I_sq
  · have hq : gappedBranch r k ^ 2 - r * gappedBranch r k = k ^ 2 := by
      linear_combination hp + gappedBranch r k * hd
    generalize gappedBranch r k = w at hq ⊢
    have hc : (w : ℂ) ^ 2 - r * w = (k : ℂ) ^ 2 := by exact_mod_cast hq
    intro t
    simp only [deriv_mode, mode]
    generalize Complex.exp (-(Complex.I * w) * t) = E
    constructor
    · linear_combination -E * hc + E * ((w : ℂ) ^ 2 - r * w) * Complex.I_sq
    · linear_combination -Complex.I * E * hc + Complex.I * E * (w : ℂ) ^ 2 * Complex.I_sq
```

## The long-wavelength limits

The second branch is a continuous function of k, and for r ≥ 0 its value at k = 0 is

(√(r²) + r)/2 = (r + r)/2 = r.

So w₂ → r as k → 0, which is a gap when r > 0. In Lean, `fun_prop` proves the continuity and `Real.sqrt_sq` evaluates the root, which is where r ≥ 0 is used.

```lean
/-- For `r ≥ 0`, the second branch tends to `r` at long wavelength. -/
theorem gapped_limit {r : ℝ} (hr : 0 ≤ r) :
    Tendsto (fun k => gappedBranch r k) (𝓝 0) (𝓝 r) := by
  have hc : Continuous (fun k => gappedBranch r k) := by
    unfold gappedBranch
    fun_prop
  have h0 : gappedBranch r 0 = r := by
    have h : r ^ 2 + 4 * (0 : ℝ) ^ 2 = r ^ 2 := by ring
    rw [gappedBranch, h, Real.sqrt_sq hr]
    ring
  have h := hc.tendsto 0
  rwa [h0] at h
```

For the first branch no expansion of the square root is needed. Since w₁w₂ = k², for k ≠ 0

w₁/k² = 1/w₂ → 1/r when r > 0.

The soft branch therefore starts quadratically, as in a ferromagnet, with coefficient 1/r. The notation `𝓝[≠] 0` means that k approaches zero through nonzero values of either sign, so the limit through positive k is included. The proof inverts the limit of w₂, using r ≠ 0, and then replaces 1/w₂ by w₁/k² at every nonzero k.

```lean
/-- For `r > 0`, the first branch divided by `k²` tends to `1 / r` as `k` tends to zero
through nonzero values. -/
theorem soft_limit {r : ℝ} (hr : 0 < r) :
    Tendsto (fun k => softBranch r k / k ^ 2) (𝓝[≠] 0) (𝓝 (1 / r)) := by
  have h := ((gapped_limit hr.le).mono_left
    (nhdsWithin_le_nhds (s := {(0 : ℝ)}ᶜ))).inv₀ hr.ne'
  rw [one_div]
  refine h.congr' ?_
  filter_upwards [self_mem_nhdsWithin] with k hk
  have hk' : k ≠ 0 := hk
  -- the product of the branches is k², so the ratio is an inverse frequency
  have hg := (branches_pos r hk').2.ne'
  rw [eq_div_iff (pow_ne_zero 2 hk'), ← (branch_relations r k).1, mul_comm (softBranch r k),
    inv_mul_cancel_left₀ hg]
```

For this non-interacting, isotropic continuum model of a ferrimagnet, the two limits give a consistency test for magnon spectra computed from the model at small k with r > 0: the gap multiplied by the quadratic coefficient of the soft branch must equal 1, or the squared wave speed of the r = 0 problem in ordinary units.

## The compensated case

At r = 0 the square root is √(4k²) = 2|k|, so

w₁ = w₂ = |k|.

This is the linear dispersion of an isotropic antiferromagnet, whose net spin density is zero. The two circular polarisations are then degenerate, and their superpositions include linearly polarised waves.

```lean
/-- Without gyroscopic coupling both branches equal `|k|`. -/
theorem uncoupled_branches (k : ℝ) : softBranch 0 k = |k| ∧ gappedBranch 0 k = |k| := by
  have h : (0 : ℝ) ^ 2 + 4 * k ^ 2 = (2 * |k|) ^ 2 := by
    rw [mul_pow, sq_abs]
    ring
  rw [softBranch, gappedBranch, h, Real.sqrt_sq (by positivity)]
  constructor <;> ring

end

end SpinWaveBranches
```

```lean
#print axioms SpinWaveBranches.spin_wave_frequencies
#print axioms SpinWaveBranches.circular_polarisation
#print axioms SpinWaveBranches.soft_limit
#print axioms SpinWaveBranches.uncoupled_branches
```

```
'SpinWaveBranches.spin_wave_frequencies' depends on axioms: [propext, Classical.choice, Quot.sound]
'SpinWaveBranches.circular_polarisation' depends on axioms: [propext, Classical.choice, Quot.sound]
'SpinWaveBranches.soft_limit' depends on axioms: [propext, Classical.choice, Quot.sound]
'SpinWaveBranches.uncoupled_branches' depends on axioms: [propext, Classical.choice, Quot.sound]
```

## Adding an easy-axis anisotropy

A uniaxial anisotropy that gives both components the same extra restoring term replaces k² by K = k² + Δ², with Δ > 0. The argument above uses only that k² is positive, so by hand it gives the frequencies

(√(r² + 4K) − r)/2 and (√(r² + 4K) + r)/2,

with product K and difference r. At k = 0 both are now positive: the soft branch acquires a gap, and the product of the two gaps is Δ². This variant has no theorem of its own in the file.
